# The exchange-corrected Kohn–Sham gap is at least the Fock gap when the Fock operator commutes with the occupied projector

**Q.** Your claim is that if a Hermitian Fock operator $F$ commutes with the occupied projector $P$, then

$$L-M\;\le\; e_a-e_i+\langle a,Da\rangle-\langle i,Di\rangle .$$

Here $M$ is the highest eigenvalue of $F$ on the range of $P$ and $L$ the lowest on its kernel. The unit orbitals $i$ (occupied) and $a$ (virtual) are eigenvectors of $H=F-D$ with energies $e_i$ and $e_a$. What are $D$ and $H$ physically?

**A.** $D$ is the nonlocal exchange operator minus the local exchange potential, so $H$ is the exchange-only Kohn–Sham Hamiltonian, without a correlation potential. For nondegenerate levels, the means of $D$ are the first-order shifts of the orbital energies when local exchange is replaced by nonlocal exchange. In a finite orbital space, with $F$ fixed and commuting with $P$, the gap corrected in this way cannot fall below the Fock gap.

**Q.** Commutation is a strong condition.

**A.** It is. If $F$ is built from $P$, it is the Hartree–Fock stationarity condition: $F$ does not mix occupied and virtual orbitals. A Fock operator built from exact-exchange Kohn–Sham orbitals generally violates it, and then the theorem says nothing.

**Q.** Show me the derivation by hand.

**A.** For an eigenvector $x$ of $H$ with energy $e$, $Fx=ex+Dx$, hence $\langle x,Fx\rangle=e\|x\|^2+\langle x,Dx\rangle$. For unit orbitals, the right-hand side of the claim is therefore $\langle a,Fa\rangle-\langle i,Fi\rangle$.

Next, $F(Py)=P(Fy)$ lies in the range of $P$, and $Px=0$ gives $P(Fx)=F(Px)=0$. Both subspaces are invariant under $F$, so the spectral theorem applies on each. On the kernel, take orthonormal eigenvectors $b_k$ with $Fb_k=\varepsilon_k b_k$ and write $a=\sum_k c_k b_k$. Since $\sum_k|c_k|^2=1$,

$$\langle a,Fa\rangle-L=\sum_k(\varepsilon_k-L)|c_k|^2\ge 0 .$$

The sum vanishes exactly when every component with $\varepsilon_k>L$ is absent, that is, when $Fa=La$. The same argument for $-F$ on the range gives $\langle i,Fi\rangle\le M$, with equality exactly when $Fi=Mi$. Subtracting the two bounds proves the claim. Equality there forces equality in both.

**Q.** How are expectation values and "highest eigenvalue on a subspace" encoded?

**A.** The space `E` is a complex inner product space, made finite-dimensional from the spectral expansion onwards.

In Lean 4 with Mathlib:

```lean
import Mathlib

open Module

namespace ExactExchangeGap

noncomputable section

variable {E : Type*} [NormedAddCommGroup E] [InnerProductSpace ℂ E]
```

`mean A x` is the real part of $\langle x,Ax\rangle$. When $F$ and $H$ are Hermitian, so is $D$, and nothing is lost.

```lean
/-- The real part of the expectation value `⟨x, A x⟩`. -/
def mean (A : E →ₗ[ℂ] E) (x : E) : ℝ := (inner ℂ x (A x)).re
```

`levels F W` collects the real eigenvalues of $F$ that have a nonzero eigenvector in `W`. `IsLeast` and `IsGreatest` then pick out $L$ and $M$ as levels that are actually attained.

```lean
/-- The real eigenvalues of `F` that have an eigenvector in the subspace `W`. -/
def levels (F : E →ₗ[ℂ] E) (W : Submodule ℂ E) : Set ℝ :=
  {μ | ∃ v ∈ W, v ≠ 0 ∧ F v = (μ : ℂ) • v}
```

The sign reversal needed for the upper bound is a separate lemma.

```lean
/-- Reversing the sign of an operator reverses the sign of its levels. -/
theorem mem_levels_neg {F : E →ₗ[ℂ] E} {W : Submodule ℂ E} {μ : ℝ} :
    μ ∈ levels (-F) W ↔ -μ ∈ levels F W := by
  constructor
  · rintro ⟨v, hv, h0, h⟩
    have h' : -(F v) = (μ : ℂ) • v := h
    exact ⟨v, hv, h0, by rw [Complex.ofReal_neg, neg_smul, ← h', neg_neg]⟩
  · rintro ⟨v, hv, h0, h⟩
    refine ⟨v, hv, h0, ?_⟩
    change -(F v) = _
    rw [h, Complex.ofReal_neg, neg_smul, neg_neg]
```

**Q.** Where does the Kohn–Sham equation enter?

**A.** Only here, as the first step of the derivation. Neither the lemma nor the main theorem assumes that $H$ is Hermitian; real orbital energies suffice.

```lean
/-- For an eigenvector of `F - D` with a real eigenvalue, the mean of `F` is that eigenvalue times
the squared norm, plus the mean of `D`. -/
theorem mean_fock {F D : E →ₗ[ℂ] E} {x : E} {e : ℝ} (h : (F - D) x = (e : ℂ) • x) :
    mean F x = e * ‖x‖ ^ 2 + mean D x := by
  have hx : F x = (e : ℂ) • x + D x := by rw [← h]; simp
  have hn : (inner ℂ x x).re = ‖x‖ ^ 2 := inner_self_eq_norm_sq (𝕜 := ℂ) x
  unfold mean
  rw [hx, inner_add_right, inner_smul_right, Complex.add_re, Complex.re_ofReal_mul, hn]
```

**Q.** And the spectral theorem?

**A.** `spectral_expansion` restricts $F$ to the invariant subspace, takes Mathlib's orthonormal eigenvector basis there, and returns the coefficients $c_k$ with the formulas for the squared norm and the mean.

```lean
variable [FiniteDimensional ℂ E]

/-- On an invariant subspace a Hermitian operator has eigenvectors in which every state
expands, with squared norm and mean given by the weights of the expansion. -/
theorem spectral_expansion {F : E →ₗ[ℂ] E} (hF : F.IsSymmetric) {W : Submodule ℂ E}
    (hW : ∀ x ∈ W, F x ∈ W) :
    ∃ (n : ℕ) (ε : Fin n → ℝ) (b : Fin n → E),
      (∀ k, b k ∈ W ∧ b k ≠ 0 ∧ F (b k) = (ε k : ℂ) • b k) ∧
      ∀ x ∈ W, ∃ c : Fin n → ℂ, x = ∑ k, c k • b k ∧
        ‖x‖ ^ 2 = ∑ k, ‖c k‖ ^ 2 ∧ mean F x = ∑ k, ε k * ‖c k‖ ^ 2 := by
  have hT := hF.restrict_invariant hW
  let b := hT.eigenvectorBasis rfl
  let ε := hT.eigenvalues rfl
  have hb : ∀ k, F (b k : E) = (ε k : ℂ) • (b k : E) := fun k =>
    congrArg Subtype.val (hT.apply_eigenvectorBasis rfl k)
  refine ⟨finrank ℂ W, ε, fun k => (b k : E), fun k => ⟨(b k).2, fun h =>
    b.orthonormal.ne_zero k (Subtype.ext h), hb k⟩, fun x hx => ?_⟩
  let y : W := ⟨x, hx⟩
  have hsum : x = ∑ k, (inner ℂ (b k) y) • (b k : E) := by
    have h := congrArg W.subtype (b.sum_repr' y)
    rw [map_sum] at h
    exact h.symm
  refine ⟨fun k => inner ℂ (b k) y, hsum, (b.sum_sq_norm_inner_right y).symm, ?_⟩
  have hFx : F x = ∑ k, (inner ℂ (b k) y) • ((ε k : ℂ) • (b k : E)) := by
    have h := congrArg F hsum
    rw [map_sum] at h
    rw [h]
    exact Finset.sum_congr rfl fun k _ => by rw [map_smul, hb k]
  unfold mean
  rw [hFx, inner_sum, Complex.re_sum]
  refine Finset.sum_congr rfl fun k _ => ?_
  have hc : inner ℂ x (b k : E) = (starRingEnd ℂ) (inner ℂ (b k) y) :=
    (inner_conj_symm x (b k : E)).symm
  rw [inner_smul_right, inner_smul_right, hc, Complex.sq_norm, Complex.normSq_apply]
  simp only [Complex.mul_re, Complex.mul_im, Complex.conj_re, Complex.conj_im,
    Complex.ofReal_re, Complex.ofReal_im]
  ring
```

The lower bound follows the displayed sum. `hdiff` is that identity and `hpos` says that each term is nonnegative. At equality `hz` makes every term zero, so either $\varepsilon_k=L$ or $c_k=0$.

```lean
/-- For a Hermitian operator, the lowest level on an invariant subspace, times the squared norm,
bounds the mean from below for vectors of that subspace, and only eigenvectors at that level (or
zero) reach the bound. -/
theorem lowest_level_bound {F : E →ₗ[ℂ] E} (hF : F.IsSymmetric) {W : Submodule ℂ E}
    (hW : ∀ x ∈ W, F x ∈ W) {L : ℝ} (hL : IsLeast (levels F W) L) {x : E} (hx : x ∈ W) :
    L * ‖x‖ ^ 2 ≤ mean F x ∧ (mean F x = L * ‖x‖ ^ 2 → F x = (L : ℂ) • x) := by
  obtain ⟨n, ε, b, hb, hexp⟩ := spectral_expansion hF hW
  obtain ⟨c, hc, hn, hm⟩ := hexp x hx
  have hε : ∀ k, L ≤ ε k := fun k => hL.2 ⟨b k, hb k⟩
  have hpos : ∀ k ∈ Finset.univ, 0 ≤ (ε k - L) * ‖c k‖ ^ 2 := fun k _ =>
    mul_nonneg (sub_nonneg.2 (hε k)) (sq_nonneg _)
  have hdiff : mean F x - L * ‖x‖ ^ 2 = ∑ k, (ε k - L) * ‖c k‖ ^ 2 := by
    rw [hm, hn, Finset.mul_sum, ← Finset.sum_sub_distrib]
    exact Finset.sum_congr rfl fun k _ => by ring
  refine ⟨by linarith [Finset.sum_nonneg hpos], fun heq => ?_⟩
  -- at equality, every component above the lowest level vanishes
  have hz := (Finset.sum_eq_zero_iff_of_nonneg hpos).1 (by linarith)
  rw [hc, map_sum, Finset.smul_sum]
  refine Finset.sum_congr rfl fun k hk => ?_
  rw [map_smul, (hb k).2.2]
  rcases mul_eq_zero.1 (hz k hk) with h | h
  · rw [sub_eq_zero.1 h, smul_comm]
  · have h0 : c k = 0 := norm_eq_zero.1 (pow_eq_zero_iff two_ne_zero |>.1 h)
    simp [h0]
```

The upper bound applies this to $-F$, whose lowest level is $-M$.

```lean
/-- For a Hermitian operator, the highest level on an invariant subspace, times the squared norm,
bounds the mean from above for vectors of that subspace, and only eigenvectors at that level (or
zero) reach the bound. -/
theorem highest_level_bound {F : E →ₗ[ℂ] E} (hF : F.IsSymmetric) {W : Submodule ℂ E}
    (hW : ∀ x ∈ W, F x ∈ W) {M : ℝ} (hM : IsGreatest (levels F W) M) {x : E} (hx : x ∈ W) :
    mean F x ≤ M * ‖x‖ ^ 2 ∧ (mean F x = M * ‖x‖ ^ 2 → F x = (M : ℂ) • x) := by
  have hL : IsLeast (levels (-F) W) (-M) :=
    ⟨mem_levels_neg.2 (by rw [neg_neg]; exact hM.1), fun μ hμ => by
      linarith [hM.2 (mem_levels_neg.1 hμ)]⟩
  have hS : (-F).IsSymmetric := fun u v => by simp [hF u v]
  have hm : mean (-F) x = -mean F x := by simp [mean]
  obtain ⟨h1, h2⟩ := lowest_level_bound hS (fun u hu => W.neg_mem (hW u hu)) hL hx
  refine ⟨by linarith, fun h => ?_⟩
  have h3 : -(F x) = ((-M : ℝ) : ℂ) • x := h2 (by linarith)
  rw [Complex.ofReal_neg, neg_smul] at h3
  exact neg_injective h3
```

**Q.** You assume that $L$ and $M$ exist. Could that assumption be empty?

**A.** Not for a projector other than $0$ and $I$. On a nonzero invariant subspace the expansion has at least one eigenvector. Any level is a weighted average of the $\varepsilon_k$, so the smallest and largest $\varepsilon_k$ are the extreme levels.

```lean
/-- A Hermitian operator has a lowest and a highest level on every nonzero invariant
subspace. -/
theorem exists_extreme_levels {F : E →ₗ[ℂ] E} (hF : F.IsSymmetric) {W : Submodule ℂ E}
    (hW : ∀ x ∈ W, F x ∈ W) (h0 : W ≠ ⊥) :
    (∃ L, IsLeast (levels F W) L) ∧ ∃ M, IsGreatest (levels F W) M := by
  obtain ⟨n, ε, b, hb, hexp⟩ := spectral_expansion hF hW
  obtain ⟨x, hx, hx0⟩ := W.ne_bot_iff.1 h0
  have hne : Nonempty (Fin n) := by
    by_contra h
    rw [not_nonempty_iff] at h
    obtain ⟨c, hc, -⟩ := hexp x hx
    exact hx0 (by rw [hc]; simp)
  obtain ⟨p, hp⟩ := Finite.exists_min ε
  obtain ⟨q, hq⟩ := Finite.exists_max ε
  -- the level of any eigenvector is a weighted average of the `ε k`
  have key : ∀ μ ∈ levels F W, ε p ≤ μ ∧ μ ≤ ε q := by
    rintro μ ⟨v, hv, hv0, h⟩
    obtain ⟨c, -, hn, hm⟩ := hexp v hv
    have hμ : mean F v = μ * ‖v‖ ^ 2 := by
      have h' := mean_fock (F := F) (D := 0) (x := v) (e := μ) (by simpa using h)
      simpa [mean] using h'
    have hv2 : 0 < ‖v‖ ^ 2 := pow_pos (norm_pos_iff.2 hv0) 2
    have h1 : ε p * ‖v‖ ^ 2 ≤ mean F v := by
      rw [hn, hm, Finset.mul_sum]
      exact Finset.sum_le_sum fun k _ => mul_le_mul_of_nonneg_right (hp k) (sq_nonneg _)
    have h2 : mean F v ≤ ε q * ‖v‖ ^ 2 := by
      rw [hn, hm, Finset.mul_sum]
      exact Finset.sum_le_sum fun k _ => mul_le_mul_of_nonneg_right (hq k) (sq_nonneg _)
    rw [hμ] at h1 h2
    exact ⟨le_of_mul_le_mul_right h1 hv2, le_of_mul_le_mul_right h2 hv2⟩
  exact ⟨⟨ε p, ⟨b p, hb p⟩, fun μ h => (key μ h).1⟩,
    ⟨ε q, ⟨b q, hb q⟩, fun μ h => (key μ h).2⟩⟩
```

$P\ne0$ makes the range nonzero. If the kernel were zero, then $x-Px$, which lies in it because $P^2=P$, would vanish for every $x$, and $P$ would be the identity.

```lean
/-- If a projection `P`, neither zero nor the identity, commutes with a Hermitian `F`, then `F`
has a highest level on the range of `P` and a lowest level on its kernel. -/
theorem exists_frontier_levels {F P : E →ₗ[ℂ] E} (hF : F.IsSymmetric)
    (hFP : ∀ x, F (P x) = P (F x)) (hP : ∀ x, P (P x) = P x)
    (h0 : P ≠ 0) (h1 : P ≠ LinearMap.id) :
    (∃ M, IsGreatest (levels F (LinearMap.range P)) M) ∧
      ∃ L, IsLeast (levels F (LinearMap.ker P)) L := by
  constructor
  · refine (exists_extreme_levels hF ?_ fun h => h0 (LinearMap.range_eq_bot.1 h)).2
    rintro _ ⟨y, rfl⟩
    exact ⟨F y, (hFP y).symm⟩
  · refine (exists_extreme_levels hF (fun x hx => ?_) fun h => h1 ?_).1
    · rw [LinearMap.mem_ker] at hx ⊢
      rw [← hFP, hx, map_zero]
    · ext x
      have hx : x - P x ∈ LinearMap.ker P := by
        rw [LinearMap.mem_ker, map_sub, hP, sub_self]
      rw [h, Submodule.mem_bot] at hx
      exact (sub_eq_zero.1 hx).symm
```

**Q.** Now the main statement.

**A.** `hFP` is the commutation, `hi` and `ha` place the orbitals in the range and the kernel, and `hHi` and `hHa` are their Kohn–Sham equations. The conclusion is the inequality together with its equality condition. The proof establishes invariance (`hR`, `hK`), calls the two bounds, rewrites the means of $F$ with `mean_fock`, and subtracts with `linarith`. No aufbau order is assumed, so $L-M$ may be negative.

```lean
/-- Let a Hermitian `F` commute with `P`, and take two unit orbitals that are eigenvectors of `F -
D` with real energies, one in the range of `P` and one in its kernel. The energy of the second minus
that of the first, corrected by the means of `D`, is at least the lowest level of `F` on the kernel
of `P` minus the highest on its range. Equality holds exactly when both orbitals are eigenvectors of
`F` at these levels. -/
theorem corrected_gap_bound {F D P : E →ₗ[ℂ] E} (hF : F.IsSymmetric)
    (hFP : ∀ x, F (P x) = P (F x)) {M L ei ea : ℝ} {i a : E}
    (hM : IsGreatest (levels F (LinearMap.range P)) M)
    (hL : IsLeast (levels F (LinearMap.ker P)) L)
    (hi : i ∈ LinearMap.range P) (ha : a ∈ LinearMap.ker P) (ni : ‖i‖ = 1) (na : ‖a‖ = 1)
    (hHi : (F - D) i = (ei : ℂ) • i) (hHa : (F - D) a = (ea : ℂ) • a) :
    L - M ≤ ea - ei + mean D a - mean D i ∧
      (ea - ei + mean D a - mean D i = L - M ↔
        F a = (L : ℂ) • a ∧ F i = (M : ℂ) • i) := by
  have hR : ∀ x ∈ LinearMap.range P, F x ∈ LinearMap.range P := by
    rintro _ ⟨y, rfl⟩
    exact ⟨F y, (hFP y).symm⟩
  have hK : ∀ x ∈ LinearMap.ker P, F x ∈ LinearMap.ker P := fun x hx => by
    rw [LinearMap.mem_ker] at hx ⊢
    rw [← hFP, hx, map_zero]
  obtain ⟨a1, a2⟩ := lowest_level_bound hF hK hL ha
  obtain ⟨i1, i2⟩ := highest_level_bound hF hR hM hi
  -- the corrected orbital energies are the means of `F`
  have ma := mean_fock hHa
  have mi := mean_fock hHi
  simp only [na, ni, one_pow, mul_one] at a1 a2 i1 i2 ma mi
  refine ⟨by linarith, fun h => ⟨a2 (by linarith), i2 (by linarith)⟩, ?_⟩
  rintro ⟨h1, h2⟩
  have e1 := mean_fock (F := F) (D := 0) (x := a) (e := L) (by simpa using h1)
  have e2 := mean_fock (F := F) (D := 0) (x := i) (e := M) (by simpa using h2)
  have z : ∀ x : E, mean (0 : E →ₗ[ℂ] E) x = 0 := fun x => by simp [mean]
  rw [z, na] at e1
  rw [z, ni] at e2
  linarith
```

**Q.** What breaks without commutation?

**A.** Take orthonormal orbitals $\varphi_0,\dots,\varphi_3$, with the first two spanning the range of an orthogonal projector $P$ and the last two its kernel. Let $F\varphi_0=-2\varphi_0$, $F\varphi_2=2\varphi_2$, $F\varphi_1=-\varphi_1+\varphi_3$ and $F\varphi_3=\varphi_1+\varphi_3$. The only level on the range is $-2$ and the only level on the kernel is $2$, so $L-M=4$. Let $D$ swap $\varphi_1$ and $\varphi_3$ and annihilate the others. Then $H$ is diagonal, with occupied energies $-2,-1$ and virtual energies $2,1$. The orbitals $i=\varphi_1$ and $a=\varphi_3$ have energies $-1$ and $1$ and zero means of $D$. The corrected gap is $2$, below $L-M$.

**Q.** And the smallest case?

**A.** Two dimensions, with one occupied and one virtual orbital. Each invariant subspace is a line, so $i$ and $a$ are automatically eigenvectors of $F$, and equality always holds.

**Q.** Is there an example with nonzero $D$ where the bound is strict?

**A.** Three orbitals are enough. In `model`, the last two are coupled by `s`.

```lean
/-- A three-orbital operator with diagonal entries `p, q, t` and a real coupling `s` between
the last two orbitals. -/
def model (p q s t : ℝ) : EuclideanSpace ℂ (Fin 3) →ₗ[ℂ] EuclideanSpace ℂ (Fin 3) where
  toFun x := !₂[(p : ℂ) * x 0, (q : ℂ) * x 1 + (s : ℂ) * x 2, (s : ℂ) * x 1 + (t : ℂ) * x 2]
  map_add' x y := by
    ext j
    fin_cases j <;> simp <;> ring
  map_smul' c x := by
    ext j
    fin_cases j <;> simp <;> ring
```

With the values below, $F$ mixes the two virtual orbitals, while $H$ is diagonal with entries $-3,1,2$. The theorem verifies the conditions on the operators and orbitals. The gaps follow by direct arithmetic: $M=-2$ and $L=-1$, so the Fock gap is $1$, while the corrected gap is $1-(-3)+(-1)-1=2$.

```lean
/-- Three-orbital operators `F`, `D`, `P` and two unit orbitals that meet the hypotheses on
symmetry, commutation, projection and eigenvectors. -/
theorem model_witness :
    let F := model (-2) 0 1 0
    let D := model 1 (-1) 1 (-2)
    let P := model 1 0 0 0
    let i : EuclideanSpace ℂ (Fin 3) := !₂[1, 0, 0]
    let a : EuclideanSpace ℂ (Fin 3) := !₂[0, 1, 0]
    F.IsSymmetric ∧ (∀ x, F (P x) = P (F x)) ∧ (∀ x, P (P x) = P x) ∧
      P ≠ 0 ∧ P ≠ LinearMap.id ∧ P i = i ∧ P a = 0 ∧ ‖i‖ = 1 ∧ ‖a‖ = 1 ∧
      (F - D) i = ((-3 : ℝ) : ℂ) • i ∧ (F - D) a = ((1 : ℝ) : ℂ) • a := by
  intro F D P i a
  have hPi : P i = i := by
    ext j
    fin_cases j <;> simp [P, i, model]
  have hPa : P a = 0 := by
    ext j
    fin_cases j <;> simp [P, a, model]
  refine ⟨fun x y => ?_, fun x => ?_, fun x => ?_, fun h => ?_, fun h => ?_, hPi, hPa,
    ?_, ?_, ?_, ?_⟩
  · have h2 : (starRingEnd ℂ) 2 = 2 := map_ofNat (starRingEnd ℂ) 2
    simp [F, model, PiLp.inner_apply, Fin.sum_univ_three]
    linear_combination (-(y.ofLp 0 * (starRingEnd ℂ) (x.ofLp 0))) * h2
  · ext j
    fin_cases j <;> simp [F, P, model]
  · ext j
    fin_cases j <;> simp [P, model]
  · rw [h] at hPi
    have h0 := congrArg (fun v : EuclideanSpace ℂ (Fin 3) => v 0) hPi
    simp [i] at h0
  · rw [h] at hPa
    have h0 := congrArg (fun v : EuclideanSpace ℂ (Fin 3) => v 1) hPa
    simp [a] at h0
  · simp [i, EuclideanSpace.norm_eq, Fin.sum_univ_three]
  · simp [a, EuclideanSpace.norm_eq, Fin.sum_univ_three]
  · ext j
    fin_cases j <;> simp [F, D, i, model]
    norm_num
  · ext j
    fin_cases j <;> simp [F, D, a, model]

end

end ExactExchangeGap
```

```lean
#print axioms ExactExchangeGap.exists_frontier_levels
#print axioms ExactExchangeGap.corrected_gap_bound
```

```
'ExactExchangeGap.exists_frontier_levels' depends on axioms: [propext, Classical.choice, Quot.sound]
'ExactExchangeGap.corrected_gap_bound' depends on axioms: [propext, Classical.choice, Quot.sound]
```
